# Reduced Hartree-Fock minimisers over a convex set share one density when the interaction is positive definite

## Density matrices as the variables

The energy is taken here as a function of a real matrix $D$, not of orbitals, and it is minimised over a convex set of such matrices. This admits fractional occupations. In an orthonormal basis single determinants have idempotent density matrices, and these do not in general form a convex set.

Let $\varphi_i$ be real functions on a finite grid with points $x,y$, let $v$ be the interaction matrix on the grid, and let $h$ be the one-electron matrix. Define

$$\rho_D(x)=\sum_{ij}D_{ij}\varphi_i(x)\varphi_j(x),\qquad J(D)_{ij}=\sum_x\varphi_i(x)\varphi_j(x)\,(v\rho_D)(x),$$

$$E(D)=\mathrm{tr}(hD)+\tfrac12\mathrm{tr}(D\,J(D)).$$

There is no exchange term, so the repulsion of an electron with itself is not cancelled. Positive definiteness of $v$ means that every nonzero charge distribution on the grid has positive electrostatic self-energy.

## The energy of a mixture

Write $B(f,g)=\sum_{xy}f(x)v_{xy}g(y)$. Exchanging finite sums gives

$$\mathrm{tr}(D\,J(D'))=\sum_x\sum_{ij}D_{ij}\varphi_j(x)\varphi_i(x)(v\rho_{D'})(x)=B(\rho_D,\rho_{D'}).$$

The density is linear in $D$. With $a+b=1$, $\rho=\rho_D$ and $\rho'=\rho_{D'}$,

$$B(a\rho+b\rho',a\rho+b\rho')=a^2B(\rho,\rho)+ab\,[B(\rho,\rho')+B(\rho',\rho)]+b^2B(\rho',\rho').$$

Since $a^2=a-ab$ and $b^2=b-ab$, this yields

$$E(aD+bD')=aE(D)+bE(D')-\tfrac{ab}{2}B(\rho-\rho',\rho-\rho').$$

For $a,b\ge0$ and positive semidefinite $v$ the last term is not positive, so $E$ is convex.

## What two minimisers have in common

Let $v$ be positive definite, and let $D,D'$ minimise $E$ over a convex set $S$, with common energy $E_0$. Their midpoint lies in $S$ and has energy $E_0-\tfrac18B(\rho-\rho',\rho-\rho')$. This cannot be below $E_0$, so $\rho=\rho'$. The Coulomb energies then agree, and hence so do $\mathrm{tr}(hD)$ and $\mathrm{tr}(hD')$. Conversely, a matrix in $S$ that shares both quantities with a minimiser has the same energy and is a minimiser too.

Because $J(D)$ depends on $D$ only through $\rho_D$, all minimisers have the same Coulomb matrix. In this finite, exchange-free model with positive definite $v$, two calculations for the same $\varphi_i$, $v$, $h$ and $S$ that end at different densities cannot both have reached the global minimum.

## Ensembles, and a case with many minimisers

For an orthonormal basis and $N$ electrons, one such $S$ consists of the symmetric $D$ with $\mathrm{tr}D=N$ and $0\le x^TDx\le x^Tx$, where $x$ now stands for any vector of basis coefficients. Mixing preserves symmetry, averages the quadratic forms between the same bounds, and gives trace $aN+bN=N$.

The matrix itself may remain undetermined. Take two sites $0,1$ with site functions as basis, $h=0$, $N=1$ and the identity matrix as $v$, which means unit repulsion on each site and none between the sites. Then $E=(D_{00}^2+D_{11}^2)/2=\tfrac14+(D_{00}-\tfrac12)^2$. Every matrix with diagonal $\tfrac12$ and off-diagonal element $s$ attains $\tfrac14$; its eigenvalues $\tfrac12\pm s$ lie in $[0,1]$ when $|s|\le\tfrac12$. With a single electron, all of this energy is the uncancelled self-repulsion of the model.

## The statement in Lean

The types `n` and `g` index basis functions and grid points; `density`, `coulomb` and `energy` are $\rho_D$, $J(D)$ and $E$. Grid sums carry no quadrature weights, which can be absorbed into `v`. The hypotheses `hv` concern only the quadratic form of `v`, so symmetry of `v` is not required, nor is symmetry of the matrices in `S`.

`IsMinOn` expresses a global minimum over `S`, with membership supplied separately by `hD` and `hD'`. The existence of a minimiser is assumed in `minimiser_iff`. The set `ensemble N` presupposes an orthonormal basis and occupations of at most one.

```lean
import Mathlib

open Matrix

namespace ReducedHartreeFock

noncomputable section

variable {n g : Type*} [Fintype n] [Fintype g]
variable (φ : n → g → ℝ) (v : Matrix g g ℝ) (h : Matrix n n ℝ)

/-- The electron density on the grid, `ρ(x) = ∑ D i j φ i (x) φ j (x)`. -/
def density (D : Matrix n n ℝ) : g → ℝ :=
  fun x => ∑ i, ∑ j, D i j * φ i x * φ j x

/-- The Coulomb matrix `J(D)`: matrix elements, in the basis `φ`, of the potential that the
density of `D` creates through the interaction `v`. -/
def coulomb (D : Matrix n n ℝ) : Matrix n n ℝ :=
  Matrix.of fun i j => ∑ x, φ i x * φ j x * (v *ᵥ density φ D) x

/-- The reduced Hartree-Fock energy `tr(hD) + tr(D J(D))/2`, which has no exchange term. -/
def energy (D : Matrix n n ℝ) : ℝ :=
  (h * D).trace + (D * coulomb φ v D).trace / 2

/-- The ensemble density matrices of trace `N` in an orthonormal basis: symmetric matrices whose
quadratic form lies between zero and that of the identity. -/
def ensemble (N : ℝ) : Set (Matrix n n ℝ) :=
  {D | D.IsSymm ∧ (∀ x, 0 ≤ x ⬝ᵥ D *ᵥ x) ∧ (∀ x, x ⬝ᵥ D *ᵥ x ≤ x ⬝ᵥ x) ∧ D.trace = N}

/-- The trace `tr(D J(D'))` is the Coulomb interaction of the densities of `D` and `D'`. -/
theorem trace_mul_coulomb (D D' : Matrix n n ℝ) :
    (D * coulomb φ v D').trace = density φ D ⬝ᵥ v *ᵥ density φ D' := by
  unfold coulomb
  generalize v *ᵥ density φ D' = V
  simp only [Matrix.trace, Matrix.diag_apply, Matrix.mul_apply, Matrix.of_apply, dotProduct,
    density, Finset.mul_sum, Finset.sum_mul]
  -- move the grid sum inside the two basis sums
  symm
  rw [Finset.sum_comm]
  refine Finset.sum_congr rfl fun i _ => ?_
  rw [Finset.sum_comm]
  refine Finset.sum_congr rfl fun j _ => Finset.sum_congr rfl fun x _ => ?_
  ring

omit [Fintype g] in
/-- The density is linear in the density matrix. -/
theorem density_mix (a b : ℝ) (D D' : Matrix n n ℝ) :
    density φ (a • D + b • D') = a • density φ D + b • density φ D' := by
  ext x
  simp only [density, Matrix.add_apply, Matrix.smul_apply, smul_eq_mul, Pi.add_apply,
    Pi.smul_apply, Finset.mul_sum, ← Finset.sum_add_distrib]
  refine Finset.sum_congr rfl fun i _ => Finset.sum_congr rfl fun j _ => ?_
  ring

/-- For weights with `a + b = 1`, the energy of a mixture is the mixture of the energies minus
`ab/2` times the Coulomb interaction of the density difference with itself. -/
theorem energy_mix {a b : ℝ} (hab : a + b = 1) (D D' : Matrix n n ℝ) :
    energy φ v h (a • D + b • D') = a * energy φ v h D + b * energy φ v h D'
      - a * b / 2 * ((density φ D - density φ D') ⬝ᵥ v *ᵥ (density φ D - density φ D')) := by
  obtain rfl : b = 1 - a := by linarith
  simp only [energy, trace_mul_coulomb, density_mix, Matrix.mul_add, Matrix.mul_smul,
    Matrix.trace_add, Matrix.trace_smul, smul_eq_mul, Matrix.mulVec_add, Matrix.mulVec_sub,
    Matrix.mulVec_smul, dotProduct_add, add_dotProduct, sub_dotProduct, dotProduct_sub,
    smul_dotProduct, dotProduct_smul]
  ring

/-- If the interaction is positive semidefinite, the reduced Hartree-Fock energy is a convex
function of the density matrix. -/
theorem energy_convex (hv : ∀ f : g → ℝ, 0 ≤ f ⬝ᵥ v *ᵥ f) :
    ConvexOn ℝ Set.univ (energy φ v h) := by
  refine ⟨convex_univ, fun D _ D' _ a b ha hb hab => ?_⟩
  rw [energy_mix φ v h hab]
  simp only [smul_eq_mul]
  have key := mul_nonneg (mul_nonneg ha hb) (hv (density φ D - density φ D'))
  linarith

/-- Let the interaction be positive definite and let `D` minimise the energy over a convex set.
Another matrix of the set is a minimiser exactly when it has the same grid density and the same
one-electron energy `tr(hD)` as `D`. -/
theorem minimiser_iff (hv : ∀ f : g → ℝ, f ≠ 0 → 0 < f ⬝ᵥ v *ᵥ f)
    {S : Set (Matrix n n ℝ)} (hS : Convex ℝ S) {D D' : Matrix n n ℝ}
    (hD : D ∈ S) (hD' : D' ∈ S) (hmin : IsMinOn (energy φ v h) S D) :
    IsMinOn (energy φ v h) S D' ↔
      density φ D' = density φ D ∧ (h * D').trace = (h * D).trace := by
  constructor
  · intro hmin'
    have hle := isMinOn_iff.mp hmin D' hD'
    have hge := isMinOn_iff.mp hmin' D hD
    have hhalf : (1 / 2 : ℝ) + 1 / 2 = 1 := by norm_num
    -- the midpoint would lie lower if the densities differed
    have hmid := isMinOn_iff.mp hmin _
      (hS hD hD' (by norm_num : (0 : ℝ) ≤ 1 / 2) (by norm_num : (0 : ℝ) ≤ 1 / 2) hhalf)
    rw [energy_mix φ v h hhalf] at hmid
    have hρ : density φ D' = density φ D := by
      by_contra hne
      have hpos := hv (density φ D - density φ D') (fun h0 => hne (sub_eq_zero.mp h0).symm)
      linarith
    refine ⟨hρ, ?_⟩
    -- equal densities have equal Coulomb energies
    simp only [energy, trace_mul_coulomb, hρ] at hle hge
    linarith
  · rintro ⟨hρ, ht⟩
    have hE : energy φ v h D' = energy φ v h D := by
      simp only [energy, trace_mul_coulomb, hρ, ht]
    refine isMinOn_iff.mpr fun X hX => ?_
    rw [hE]
    exact isMinOn_iff.mp hmin X hX

/-- For a positive definite interaction, all minimisers over a convex set have the same
Coulomb matrix. -/
theorem minimisers_same_coulomb (hv : ∀ f : g → ℝ, f ≠ 0 → 0 < f ⬝ᵥ v *ᵥ f)
    {S : Set (Matrix n n ℝ)} (hS : Convex ℝ S) {D D' : Matrix n n ℝ}
    (hD : D ∈ S) (hD' : D' ∈ S) (hmin : IsMinOn (energy φ v h) S D)
    (hmin' : IsMinOn (energy φ v h) S D') : coulomb φ v D' = coulomb φ v D := by
  have hρ := ((minimiser_iff φ v h hv hS hD hD' hmin).mp hmin').1
  simp only [coulomb, hρ]

/-- The ensemble density matrices of a given trace form a convex set. -/
theorem convex_ensemble (N : ℝ) : Convex ℝ (ensemble N : Set (Matrix n n ℝ)) := by
  rintro D ⟨s, p, q, t⟩ D' ⟨s', p', q', t'⟩ a b ha hb hab
  have key : ∀ x : n → ℝ, x ⬝ᵥ (a • D + b • D') *ᵥ x
      = a * (x ⬝ᵥ D *ᵥ x) + b * (x ⬝ᵥ D' *ᵥ x) := fun x => by
    simp only [Matrix.add_mulVec, Matrix.smul_mulVec, dotProduct_add, dotProduct_smul,
      smul_eq_mul]
  refine ⟨?_, fun x => ?_, fun x => ?_, ?_⟩
  · change (a • D + b • D')ᵀ = a • D + b • D'
    rw [Matrix.transpose_add, Matrix.transpose_smul, Matrix.transpose_smul, s.eq, s'.eq]
  · rw [key]
    exact add_nonneg (mul_nonneg ha (p x)) (mul_nonneg hb (p' x))
  · rw [key]
    have h1 := mul_le_mul_of_nonneg_left (q x) ha
    have h2 := mul_le_mul_of_nonneg_left (q' x) hb
    have h3 : a * (x ⬝ᵥ x) + b * (x ⬝ᵥ x) = x ⬝ᵥ x := by rw [← add_mul, hab, one_mul]
    linarith
  · rw [Matrix.trace_add, Matrix.trace_smul, Matrix.trace_smul, t, t', smul_eq_mul,
      smul_eq_mul, ← add_mul, hab, one_mul]

/-- The basis of two functions, each equal to one on its own site and zero on the other. -/
def siteBasis : Fin 2 → Fin 2 → ℝ := fun i x => if i = x then 1 else 0

/-- The density matrix itself need not be unique: for two sites with unit on-site repulsion, `h = 0`
and trace one, every matrix with diagonal `1/2` and off-diagonal element `s`, `|s| ≤ 1/2`, is a
minimiser over the ensemble density matrices. -/
theorem minimiser_not_unique (s : ℝ) (hs : |s| ≤ 1 / 2) :
    !![1 / 2, s; s, 1 / 2] ∈ (ensemble 1 : Set (Matrix (Fin 2) (Fin 2) ℝ)) ∧
      IsMinOn (energy siteBasis 1 0) (ensemble 1) !![1 / 2, s; s, 1 / 2] := by
  obtain ⟨hl, hu⟩ := abs_le.mp hs
  have key : ∀ x : Fin 2 → ℝ, x ⬝ᵥ !![1 / 2, s; s, 1 / 2] *ᵥ x
      = x 0 ^ 2 / 2 + 2 * s * x 0 * x 1 + x 1 ^ 2 / 2 := fun x => by
    simp [Matrix.mulVec, dotProduct, Fin.sum_univ_two]
    ring
  have hE : ∀ D : Matrix (Fin 2) (Fin 2) ℝ,
      energy siteBasis 1 0 D = (D 0 0 ^ 2 + D 1 1 ^ 2) / 2 := fun D => by
    rw [energy, trace_mul_coulomb]
    simp [density, siteBasis, dotProduct, Fin.sum_univ_two]
    ring
  refine ⟨⟨?_, fun x => ?_, fun x => ?_, ?_⟩, isMinOn_iff.mpr ?_⟩
  · exact Matrix.IsSymm.ext fun i j => by fin_cases i <;> fin_cases j <;> rfl
  · rw [key]
    nlinarith [mul_nonneg (by linarith : 0 ≤ 1 / 2 + s) (sq_nonneg (x 0 + x 1)),
      mul_nonneg (by linarith : 0 ≤ 1 / 2 - s) (sq_nonneg (x 0 - x 1))]
  · have hx : x ⬝ᵥ x = x 0 * x 0 + x 1 * x 1 := by
      simp only [dotProduct, Fin.sum_univ_two]
    rw [key, hx]
    nlinarith [mul_nonneg (by linarith : 0 ≤ 1 / 2 - s) (sq_nonneg (x 0 + x 1)),
      mul_nonneg (by linarith : 0 ≤ 1 / 2 + s) (sq_nonneg (x 0 - x 1))]
  · rw [Matrix.trace_fin_two]
    norm_num
  · -- at fixed trace the repulsion is least for equal site densities
    rintro D ⟨-, -, -, ht⟩
    rw [Matrix.trace_fin_two] at ht
    have hmin : energy siteBasis 1 0 !![1 / 2, s; s, 1 / 2] = 1 / 4 := by
      rw [hE]
      norm_num
    have h1 : D 1 1 = 1 - D 0 0 := by linarith
    rw [hmin, hE, h1]
    nlinarith [sq_nonneg (D 0 0 - 1 / 2)]

end

end ReducedHartreeFock
```

```lean
#print axioms ReducedHartreeFock.minimiser_iff
-- 'ReducedHartreeFock.minimiser_iff' depends on axioms: [propext, Classical.choice, Quot.sound]
#print axioms ReducedHartreeFock.minimisers_same_coulomb
-- 'ReducedHartreeFock.minimisers_same_coulomb' depends on axioms: [propext, Classical.choice, Quot.sound]
#print axioms ReducedHartreeFock.convex_ensemble
-- 'ReducedHartreeFock.convex_ensemble' depends on axioms: [propext, Classical.choice, Quot.sound]
#print axioms ReducedHartreeFock.minimiser_not_unique
-- 'ReducedHartreeFock.minimiser_not_unique' depends on axioms: [propext, Classical.choice, Quot.sound]
```

## From the sums to the Lean proof

`trace_mul_coulomb` replaces the potential by an arbitrary grid function and reorders the sums with `Finset.sum_comm`. `density_mix` supplies linearity. `energy_mix` substitutes $b=1-a$, expands the bilinear terms and closes the identity with `ring`; `energy_convex` adds the sign of the last term.

In `minimiser_iff`, `hmid` is the midpoint inequality. Assuming different densities makes the self-energy positive, and `linarith` finds the contradiction. The inequalities `hle` and `hge` then give equal one-electron energies. The reverse direction rewrites the energy with the two equalities. `minimisers_same_coulomb` uses the density part alone.

`convex_ensemble` checks the four conditions in turn. In `minimiser_not_unique`, `key` computes the quadratic form and `hE` the energy. The occupation bounds follow from the squares of $x_0\pm x_1$ weighted by $\tfrac12\pm s$, and minimality from the square of $D_{00}-\tfrac12$.
